# Summing D₁(g) Y D₂(g⁻¹) over a finite group gives an intertwiner of the two representations

Let a finite group G have two finite-dimensional complex matrix representations, D₁ and D₂, and let Y be any rectangular matrix of matching size. The lemma states that the sum S = ∑ D₁(g) Y D₂(g⁻¹) over the group, taken without dividing by the group's order, satisfies D₁(h) S = S D₂(h) for every h in G. In physical terms, summing over a symmetry group turns an arbitrary matrix into one compatible with the action of the symmetry on both sides; neither irreducibility nor unitarity is assumed. The proof moves D₁(h) and D₂(h) inside the sums, relabels the group elements by g ↦ hg, and compares the sums term by term.

The first attempt, which Lean rejects:

```lean
import Mathlib

open Matrix Equiv

namespace OrthogonalityRelations

noncomputable section

variable {G m n : Type*} [Group G] [Fintype G] [Fintype m] [DecidableEq m]
  [Fintype n] [DecidableEq n]

/-- The group sum `∑ D₁(g) Y D₂(g⁻¹)` of a matrix `Y`. -/
def groupSum (D₁ : G →* Matrix m m ℂ) (D₂ : G →* Matrix n n ℂ)
    (Y : Matrix m n ℂ) : Matrix m n ℂ :=
  ∑ g, D₁ g * Y * D₂ g⁻¹

/-- The group sum of any matrix intertwines the two representations. -/
theorem groupSum_intertwines (D₁ : G →* Matrix m m ℂ) (D₂ : G →* Matrix n n ℂ)
    (Y : Matrix m n ℂ) (h : G) :
    D₁ h * groupSum D₁ D₂ Y = groupSum D₁ D₂ Y * D₂ h := by
  unfold groupSum
  rw [Matrix.mul_sum, Matrix.sum_mul]
  -- relabel the group elements by g ↦ h g
  refine Fintype.sum_equiv (Equiv.mulLeft h) _ _ fun g => ?_
  change D₁ h * (D₁ g * Y * D₂ g⁻¹) = D₁ (h * g) * Y * D₂ (h * g)⁻¹ * D₂ h
  have e : D₂ (h * g)⁻¹ * D₂ h = D₂ g⁻¹ := by
    rw [← map_mul, mul_inv_rev, inv_mul_cancel_right]
  rw [Matrix.mul_assoc (D₁ (h * g) * Y), e, map_mul]
  simp only [Matrix.mul_assoc]

end

end OrthogonalityRelations
```

Compiling this gives:

```
Main.lean:27:19: error: Ambiguous term
  mul_inv_rev
Possible interpretations:
  _root_.mul_inv_rev : ∀ (a b : ?m.145), (a * b)⁻¹ = b⁻¹ * a⁻¹
  
  Matrix.mul_inv_rev : ∀ (A B : Matrix ?m.145 ?m.145 ?m.146), (A * B)⁻¹ = B⁻¹ * A⁻¹
```

As a diff, the version that Lean accepts:

```diff
@@ -25,5 +25,5 @@
   change D₁ h * (D₁ g * Y * D₂ g⁻¹) = D₁ (h * g) * Y * D₂ (h * g)⁻¹ * D₂ h
   have e : D₂ (h * g)⁻¹ * D₂ h = D₂ g⁻¹ := by
-    rw [← map_mul, mul_inv_rev, inv_mul_cancel_right]
+    rw [← map_mul, _root_.mul_inv_rev, inv_mul_cancel_right]
   rw [Matrix.mul_assoc (D₁ (h * g) * Y), e, map_mul]
   simp only [Matrix.mul_assoc]
```

What went wrong. The error is a clash of names. Because the file has `open Matrix`, the short name `mul_inv_rev` can mean either `_root_.mul_inv_rev`, the rule for inverses in a group, or `Matrix.mul_inv_rev`, the rule for inverses of square matrices. Given only the short name, `rw` could not settle on one of them, and Lean reported the term as ambiguous.

The step needs the group rule. After `← map_mul`, the left side is `D₂ ((h * g)⁻¹ * h)`, where the inverse is taken in G, before `D₂` is applied. Writing `_root_.mul_inv_rev` names that rule outright. It turns `(h * g)⁻¹` into `g⁻¹ * h⁻¹`, and `inv_mul_cancel_right` then cancels `h⁻¹ * h`, leaving `D₂ g⁻¹` as required. The prefix is the only change; the argument itself stays the same.
